# Phase-averaged log-transmission adds for barriers in series

Let two barriers in series have transmission probabilities $T_1,T_2\in(0,1]$ and reflection probabilities $R_j=1-T_j$, and let $p$ be the phase that a wave collects in one round trip between them. If $p$ is uniformly distributed over $[0,2\pi]$, then

$$\frac{1}{2\pi}\int_0^{2\pi}\log\frac{T_1T_2}{1+R_1R_2-2\sqrt{R_1R_2}\cos p}\,dp=\log T_1+\log T_2 .$$

The same additivity holds for a chain of any finite length, provided that each added barrier brings a round-trip phase that is uniformly distributed and independent of the earlier ones. This condition stands for disorder in the spacings: when the length of a gap is spread smoothly over many wavelengths from sample to sample, independently of the rest of the chain, its round-trip phase is close to uniform. The condition is assumed here, not derived from a distribution of positions.

For coherent, lossless, non-interacting transport in a single channel, the result gives an exact reference value for a simulation that averages the logarithm of the chain's transmission over independent, uniformly distributed round-trip phases.

## The two-barrier model and its phase average

```lean
import Mathlib

open Real

namespace LocalizationLogTransmission

noncomputable section
```

The first line loads Mathlib, the mathematical library that supplies integrals, logarithms and complex analysis. Opening `Real` makes the symbol `π` available.

```lean
/-- The average of a function of a phase over the interval from 0 to 2π. -/
def phaseAverage (f : ℝ → ℝ) : ℝ := (∫ p in (0 : ℝ)..(2 * π), f p) / (2 * π)
```

For a real function $f$ of the phase, this defines

$$\langle f\rangle=\frac{1}{2\pi}\int_0^{2\pi}f(p)\,dp .$$

The type `ℝ → ℝ` says that $f$ takes a real number to a real number.

```lean
/-- The interference denominator `1 + r² - 2 r cos p` for round-trip reflection amplitude `r`
and round-trip phase `p`. -/
def roundTrip (r p : ℝ) : ℝ := 1 + r ^ 2 - 2 * r * Real.cos p
```

This is the interference denominator $D(r,p)=1+r^2-2r\cos p$. In the application $r=\sqrt{R_1R_2}$, the factor by which one round trip reduces the wave's amplitude.

```lean
/-- Transmission of two barriers in series with round-trip phase `p`, for single-barrier
transmissions `T₁`, `T₂` in (0,1]. -/
def transmission (T₁ T₂ p : ℝ) : ℝ :=
  T₁ * T₂ / (1 + (1 - T₁) * (1 - T₂) - 2 * √((1 - T₁) * (1 - T₂)) * Real.cos p)
```

The composite transmission is

$$\mathcal T(T_1,T_2,p)=\frac{T_1T_2}{1+R_1R_2-2\sqrt{R_1R_2}\cos p}.$$

To obtain it by hand, add the amplitudes of all paths that make $0,1,2,\dots$ round trips between the barriers. Up to an overall phase, the sum is

$$\sqrt{T_1T_2}\sum_{n\ge0}\left(\sqrt{R_1R_2}\,e^{ip}\right)^n=\frac{\sqrt{T_1T_2}}{1-\sqrt{R_1R_2}\,e^{ip}},$$

and its squared modulus is $\mathcal T$. The phase $p$ includes the reflection phases of the barriers. The file takes this formula as its definition and does not derive it from scattering matrices.

```lean
/-- Mean log-transmission of a chain: barriers from the list are added one by one to a
scatterer of transmission `T` in (0,1], and each new round-trip phase is averaged over. -/
def chainLog : List ℝ → ℝ → ℝ
  | [], T => Real.log T
  | t :: L, T => phaseAverage fun p => chainLog L (transmission T t p)
```

`chainLog L T` starts with a scatterer of transmission $T$ and adds the barriers in the list `L` one by one. With an empty list the value is $\log T$. If the list begins with $t$, the scatterer and the new barrier merge into one of transmission $\mathcal T(T,t,p)$, the remaining barriers are added to that, and the result is averaged over $p$. For two added barriers $t_1,t_2$ this reads

$$\frac{1}{(2\pi)^2}\int_0^{2\pi}\!\!\int_0^{2\pi}\log\mathcal T\big(\mathcal T(T,t_1,p_1),t_2,p_2\big)\,dp_2\,dp_1 .$$

Only the transmission of the merged scatterer is passed on. Its reflection phase does depend on the earlier phases, but it merely shifts the next round-trip phase, and a shift leaves a uniform average unchanged.

## Why the interference term averages to zero

```lean
/-- Scaling a continuous function and adding a constant does the same to its phase average. -/
theorem phaseAverage_affine {f : ℝ → ℝ} (hf : Continuous f) (a c : ℝ) :
    phaseAverage (fun p => a * f p + c) = a * phaseAverage f + c := by
  have hp := Real.pi_ne_zero
  have h1 : Continuous fun p => a * f p := continuous_const.mul hf
  simp only [phaseAverage]
  rw [intervalIntegral.integral_add (h1.intervalIntegrable _ _)
      (continuous_const.intervalIntegrable _ _), intervalIntegral.integral_const_mul,
    intervalIntegral.integral_const, smul_eq_mul, sub_zero]
  field_simp
```

In this theorem, the hypotheses stand in brackets before the colon that ends the first line, and the claim comes after it; the proof follows `by`. Here `hf` says that $f$ is continuous, and the claim is $\langle af+c\rangle=a\langle f\rangle+c$.

By hand, $\int_0^{2\pi}(af+c)\,dp=a\int_0^{2\pi}f\,dp+2\pi c$, and one divides by $2\pi$. The `rw` step rewrites the integral with these same rules, and `field_simp` cancels the $2\pi$.

```lean
/-- The interference denominator is at least `(1 - |r|)²`. -/
theorem roundTrip_lower (r p : ℝ) : (1 - |r|) ^ 2 ≤ roundTrip r p := by
  have h : |r * Real.cos p| ≤ |r| := by
    rw [abs_mul]
    exact mul_le_of_le_one_right (abs_nonneg r) (Real.abs_cos_le_one p)
  unfold roundTrip
  nlinarith [(abs_le.mp h).2, sq_abs r]
```

The claim is $D(r,p)\ge(1-|r|)^2$. Since $r\cos p\le|r|$,

$$D(r,p)\ge1+r^2-2|r|=(1-|r|)^2 .$$

The line `h` bounds $|r\cos p|$, and `nlinarith`, a tactic for polynomial inequalities, finishes the estimate.

```lean
/-- For round-trip amplitude `|r| < 1` the logarithm of the interference denominator
averages to zero over the phase. -/
theorem average_log_roundTrip {r : ℝ} (hr : |r| < 1) :
    phaseAverage (fun p => Real.log (roundTrip r p)) = 0 := by
  -- 1 - r z stays in the right half-plane, so its logarithm is analytic on the unit disc
  have hslit : ∀ z : ℂ, ‖z‖ ≤ 1 → 1 - (r : ℂ) * z ∈ Complex.slitPlane := by
    intro z hz
    have h : ‖(r : ℂ) * z‖ ≤ |r| := by
      rw [norm_mul, Complex.norm_real, Real.norm_eq_abs]
      exact mul_le_of_le_one_right (abs_nonneg r) hz
    have h' := (le_abs_self _).trans (Complex.abs_re_le_norm ((r : ℂ) * z))
    refine Or.inl ?_
    rw [Complex.sub_re, Complex.one_re]
    linarith
  have hd : DifferentiableOn ℂ (fun z : ℂ => Complex.log (1 - (r : ℂ) * z))
      (Metric.closedBall 0 1) := fun z hz =>
    ((by fun_prop : DifferentiableAt ℂ (fun z : ℂ => 1 - (r : ℂ) * z) z).clog
      (hslit z (mem_closedBall_zero_iff.mp hz))).differentiableWithinAt
  -- Cauchy's formula at the centre gives the mean value log 1 = 0
  have h0 : ∫ p in (0 : ℝ)..(2 * π),
      Complex.I * Complex.log (1 - (r : ℂ) * circleMap 0 1 p) = 0 := by
    refine Eq.trans ?_ ((hd.circleIntegral_sub_inv_smul
      (Metric.mem_ball_self one_pos)).trans (by simp))
    unfold circleIntegral
    refine intervalIntegral.integral_congr fun p _ => ?_
    have hne : circleMap 0 1 p ≠ 0 := circleMap_ne_center one_ne_zero
    simp only [deriv_circleMap, smul_eq_mul, sub_zero]
    field_simp
  rw [intervalIntegral.integral_const_mul] at h0
  have h1 := (mul_eq_zero.mp h0).resolve_left Complex.I_ne_zero
  have hc : Continuous fun p : ℝ => Complex.log (1 - (r : ℂ) * circleMap 0 1 p) :=
    Continuous.clog (continuous_const.sub (continuous_const.mul (continuous_circleMap 0 1)))
      (fun p => hslit _ (by simp))
  have h2 : ∫ p in (0 : ℝ)..(2 * π),
      (Complex.log (1 - (r : ℂ) * circleMap 0 1 p)).re = 0 :=
    (Complex.reCLM.intervalIntegral_comp_comm (hc.intervalIntegrable _ _)).trans
      (by rw [h1]; exact map_zero _)
  -- the denominator is the squared modulus of 1 - r exp(ip)
  have h3 : ∀ p, Real.log (roundTrip r p) =
      2 * (Complex.log (1 - (r : ℂ) * circleMap 0 1 p)).re := by
    intro p
    have hn : roundTrip r p = ‖1 - (r : ℂ) * circleMap 0 1 p‖ ^ 2 := by
      rw [roundTrip, Complex.sq_norm, Complex.normSq_apply]
      simp [circleMap, Complex.exp_ofReal_mul_I_re, Complex.exp_ofReal_mul_I_im]
      linear_combination (-r ^ 2) * Real.sin_sq_add_cos_sq p
    rw [hn, Real.log_pow, Complex.log_re, Nat.cast_ofNat]
  simp only [phaseAverage, h3]
  rw [intervalIntegral.integral_const_mul, h2, mul_zero, zero_div]
```

This is the central step: $\langle\log D(r,\cdot)\rangle=0$ for every real $r$ with $|r|<1$.

First write the denominator as a squared modulus:

$$|1-re^{ip}|^2=(1-r\cos p)^2+r^2\sin^2p=D(r,p).$$

Hence $\log D(r,p)=2\,\mathrm{Re}\,g(e^{ip})$, where $g(z)=\log(1-rz)$ with the principal logarithm. For $|z|\le1$ the real part of $1-rz$ is at least $1-|r|>0$, so the argument of the logarithm stays away from the branch cut and $g$ is analytic on the closed unit disc. Cauchy's formula at the centre, with $z=e^{ip}$ and $dz=ie^{ip}dp$, gives

$$g(0)=\frac{1}{2\pi i}\oint_{|z|=1}\frac{g(z)}{z}\,dz=\frac{1}{2\pi}\int_0^{2\pi}g(e^{ip})\,dp .$$

But $g(0)=\log1=0$. Taking twice the real part yields $\langle\log D(r,\cdot)\rangle=0$.

The Lean proof takes these steps under short names:

- `hslit` keeps $1-rz$ in `Complex.slitPlane`, the complex plane without the branch cut, and `hd` concludes that $g$ is differentiable on the disc.
- `h0` is Cauchy's formula, with `circleMap 0 1 p` standing for $e^{ip}$. A factor $i$ is still present, and `h1` removes it.
- `h2` takes the real part inside the integral.
- `h3` is the identity $\log D=2\,\mathrm{Re}\,g$, after which the last two lines collect the result.

## From the denominator to two barriers

```lean
/-- For barriers with transmissions in (0,1] the round-trip amplitude `√(R₁R₂)` is below one,
and the composite transmission is `T₁T₂` over a positive interference denominator. -/
theorem transmission_eq {T₁ T₂ : ℝ} (h₁ : T₁ ∈ Set.Ioc (0 : ℝ) 1)
    (h₂ : T₂ ∈ Set.Ioc (0 : ℝ) 1) : |√((1 - T₁) * (1 - T₂))| < 1 ∧
      ∀ p, 0 < roundTrip (√((1 - T₁) * (1 - T₂))) p ∧
        transmission T₁ T₂ p = T₁ * T₂ / roundTrip (√((1 - T₁) * (1 - T₂))) p := by
  have hs : |√((1 - T₁) * (1 - T₂))| < 1 := by
    rw [abs_of_nonneg (Real.sqrt_nonneg _), Real.sqrt_lt' one_pos]
    nlinarith [h₁.1, mul_nonneg h₂.1.le (sub_nonneg.2 h₁.2)]
  refine ⟨hs, fun p => ⟨(pow_pos (sub_pos.2 hs) 2).trans_le (roundTrip_lower _ p), ?_⟩⟩
  rw [transmission, roundTrip,
    Real.sq_sqrt (mul_nonneg (sub_nonneg.2 h₁.2) (sub_nonneg.2 h₂.2))]
```

`Set.Ioc (0 : ℝ) 1` is the interval $(0,1]$, open on the left and closed on the right. For transmissions in this interval the theorem states three facts: $r=\sqrt{R_1R_2}$ is below one, $D(r,p)$ is positive, and $\mathcal T=T_1T_2/D(r,p)$.

The first follows from

$$1-R_1R_2=T_1+T_2(1-T_1)>0 .$$

The second follows from the lower bound $D\ge(1-r)^2$, and the third from $r^2=R_1R_2$. Perfectly transparent barriers, $T_j=1$, are included; perfectly reflecting ones are not, since $\log T_j$ would diverge.

```lean
/-- For barriers with transmissions in (0,1] the composite transmission is continuous in the
phase and again lies in (0,1]. -/
theorem transmission_mem {T₁ T₂ : ℝ} (h₁ : T₁ ∈ Set.Ioc (0 : ℝ) 1)
    (h₂ : T₂ ∈ Set.Ioc (0 : ℝ) 1) :
    Continuous (transmission T₁ T₂) ∧ ∀ p, transmission T₁ T₂ p ∈ Set.Ioc (0 : ℝ) 1 := by
  obtain ⟨-, he⟩ := transmission_eq h₁ h₂
  constructor
  · rw [funext fun p => (he p).2]
    exact continuous_const.div (by unfold roundTrip; fun_prop) (fun p => (he p).1.ne')
  · intro p
    rw [(he p).2]
    refine ⟨div_pos (mul_pos h₁.1 h₂.1) (he p).1, (div_le_one (he p).1).2 ?_⟩
    -- the geometric mean of the reflections is at most their arithmetic mean
    have hm : √((1 - T₁) * (1 - T₂)) ≤ ((1 - T₁) + (1 - T₂)) / 2 :=
      Real.sqrt_le_iff.2 ⟨by linarith [h₁.2, h₂.2], by nlinarith [sq_nonneg (T₁ - T₂)]⟩
    have hb := roundTrip_lower (√((1 - T₁) * (1 - T₂))) p
    rw [abs_of_nonneg (Real.sqrt_nonneg _)] at hb
    nlinarith [Real.sq_sqrt (mul_nonneg (sub_nonneg.2 h₁.2) (sub_nonneg.2 h₂.2))]
```

The merged scatterer is again an admissible one: $\mathcal T$ is continuous in $p$ and lies in $(0,1]$. Continuity and positivity hold because the denominator is positive for every $p$. For the upper bound one needs $D\ge T_1T_2$. The geometric mean is at most the arithmetic mean, so $r\le(R_1+R_2)/2$, and therefore

$$D\ge(1-r)^2=1-2r+r^2\ge1-R_1-R_2+R_1R_2=T_1T_2 .$$

In the code, `hm` is the inequality between the means and `hb` is the lower bound on $D$.

```lean
/-- For two barriers with transmissions in (0,1], the phase average of the logarithm of the
composite transmission is the sum of the single-barrier logarithms. -/
theorem average_log_transmission {T₁ T₂ : ℝ} (h₁ : T₁ ∈ Set.Ioc (0 : ℝ) 1)
    (h₂ : T₂ ∈ Set.Ioc (0 : ℝ) 1) :
    phaseAverage (fun p => Real.log (transmission T₁ T₂ p)) =
      Real.log T₁ + Real.log T₂ := by
  obtain ⟨hs, he⟩ := transmission_eq h₁ h₂
  have hc : Continuous fun p => Real.log (roundTrip (√((1 - T₁) * (1 - T₂))) p) :=
    Continuous.log (by unfold roundTrip; fun_prop) (fun p => (he p).1.ne')
  have e : (fun p => Real.log (transmission T₁ T₂ p)) = fun p =>
      (-1) * Real.log (roundTrip (√((1 - T₁) * (1 - T₂))) p) +
      (Real.log T₁ + Real.log T₂) := by
    funext p
    rw [(he p).2, Real.log_div (mul_pos h₁.1 h₂.1).ne' (he p).1.ne',
      Real.log_mul h₁.1.ne' h₂.1.ne']
    ring
  rw [e, phaseAverage_affine hc, average_log_roundTrip hs, mul_zero, zero_add]
```

This is the two-barrier result stated at the start. Taking the logarithm of $\mathcal T=T_1T_2/D$ gives

$$\log\mathcal T(T_1,T_2,p)=-\log D(r,p)+\log T_1+\log T_2 .$$

The last two terms do not depend on $p$, and the first averages to zero. Line `e` is this decomposition, written as $af+c$ with $a=-1$, so that the averaging rule applies; the final `rw` then inserts the vanishing average.

## Chains of any length

```lean
/-- For a chain of barriers with transmissions in (0,1], the log-transmission averaged over
all round-trip phases is the sum of the single-barrier logarithms. -/
theorem chainLog_eq_sum (L : List ℝ) (hL : ∀ t ∈ L, t ∈ Set.Ioc (0 : ℝ) 1) :
    ∀ T ∈ Set.Ioc (0 : ℝ) 1, chainLog L T = Real.log T + (L.map Real.log).sum := by
  induction L with
  | nil => intro T _; simp [chainLog]
  | cons t L ih =>
    intro T hT
    have ht : t ∈ Set.Ioc (0 : ℝ) 1 := hL t List.mem_cons_self
    have ih' := ih (fun u hu => hL u (List.mem_cons_of_mem t hu))
    obtain ⟨hc, hm⟩ := transmission_mem hT ht
    -- the barriers still to come contribute a constant, whatever the present phase
    have e : (fun p => chainLog L (transmission T t p)) = fun p =>
        1 * Real.log (transmission T t p) + (L.map Real.log).sum := by
      funext p
      rw [ih' _ (hm p), one_mul]
    rw [chainLog, e, phaseAverage_affine (Continuous.log hc (fun p => (hm p).1.ne')),
      average_log_transmission hT ht, List.map_cons, List.sum_cons]
    ring
```

If the starting scatterer and all the barriers in `L` have transmissions in $(0,1]$, then

$$\texttt{chainLog L T}=\log T+\sum_{t\in L}\log t ,$$

where a value that occurs several times in the list is counted each time.

The proof is by induction on the list. For the empty list both sides are $\log T$. For a list that begins with $t$ and continues with $L$, the merged scatterer has transmission $\mathcal T(T,t,p)\in(0,1]$, so the induction hypothesis applies to it at every $p$:

$$\texttt{chainLog L}\;\mathcal T(T,t,p)=\log\mathcal T(T,t,p)+\sum_{u\in L}\log u .$$

The sum is constant in $p$. Averaging the first term by the two-barrier result gives $\log T+\log t$, which completes the step.

The induction hypothesis `ih` covers every starting transmission in $(0,1]$, as it must, because the merged transmission changes with $p$. Line `e` applies it under the average.

```lean
/-- For `N + 1` identical barriers of transmission `T` in (0,1], the typical transmission,
the exponential of the phase-averaged logarithm, is `T ^ (N + 1)`. -/
theorem typical_transmission (N : ℕ) {T : ℝ} (hT : T ∈ Set.Ioc (0 : ℝ) 1) :
    Real.exp (chainLog (List.replicate N T) T) = T ^ (N + 1) := by
  rw [chainLog_eq_sum _ (fun t ht => by rw [List.eq_of_mem_replicate ht]; exact hT) T hT,
    List.map_replicate, List.sum_replicate, nsmul_eq_mul, Real.exp_add, Real.exp_nat_mul,
    Real.exp_log hT.1]
  ring

end

end LocalizationLogTransmission
```

`List.replicate N T` is a list of $N$ copies of $T$. Together with the starting scatterer this makes $N+1$ identical barriers, and the chain law gives

$$\exp\big((N+1)\log T\big)=T^{N+1}.$$

The left side is the typical transmission, the exponential of the averaged logarithm. For $N=0$ it is the transmission $T$ of the single barrier. For $T<1$ it decays exponentially with the number of barriers, with a decay length of $1/|\log T|$ barriers; for $T=1$ there is no decay.

This is the scaling behaviour associated with localization in one dimension, obtained here for an average over uniform phases. How closely one long sample follows that average, and whether the eigenstates of a given Hamiltonian are localized, are separate questions that the theorem leaves open.

```lean
#print axioms LocalizationLogTransmission.average_log_transmission
#print axioms LocalizationLogTransmission.typical_transmission
```

```
'LocalizationLogTransmission.average_log_transmission' depends on axioms: [propext, Classical.choice, Quot.sound]
'LocalizationLogTransmission.typical_transmission' depends on axioms: [propext, Classical.choice, Quot.sound]
```
